# Exponential Error Bounds for a Truncated Laplace Form of Second-Order Gap Sums

The second-order energy of a nondegenerate ground state is minus a sum of squared couplings over excitation gaps, and when the gap denominators are replaced by an imaginary-time integral stopped at \(T\), the part lost has to be measured against something. Here it is measured against the full sum, for a finite list of excitations and with the time integral taken exactly.

Let excitation \(k\) have gap \(D_k>0\) above the ground state and weight \(w_k\ge 0\). The replacement rests on

\[
\frac{1}{D_k}=\int_0^\infty e^{-D_k t}\,dt .
\]

It is useful when \(D_k\) is a sum of orbital-energy differences, because the exponential then factorises over orbitals while \(1/D_k\) does not. The letter \(T\) is an imaginary time, in inverse energy units, and neither a temperature nor a kinetic energy.

In the code the excitations are labelled by a finite type `ι`, which does not include the ground state.

In Lean 4 with Mathlib:

```lean
import Mathlib

open Finset

namespace LaplaceGapDenominators

noncomputable section

variable {ι : Type*} [Fintype ι]
```

## The full sum and its truncation

The exact quantity is

\[
S=\sum_k \frac{w_k}{D_k}.
\]

Weights and gaps are real functions `w` and `D` on the label set. Their signs are not part of the definition and enter as hypotheses of the theorems.

```lean
/-- The sum of weights over excitation gaps, `∑ w_k / D_k`, for nonzero gaps `D_k`. -/
def inverseGapSum (w D : ι → ℝ) : ℝ := ∑ k, w k / D k
```

The truncated quantity is an ordinary integral over a finite interval, with no quadrature grid:

\[
L(T)=\int_0^T \sum_k w_k e^{-D_k t}\,dt .
\]

```lean
/-- The integral of `∑ w_k exp (-D_k t)` from `0` to `T`; for positive gaps `D_k` this is the
Laplace form of the gap sum, cut off at `T`. -/
def laplaceSum (w D : ι → ℝ) (T : ℝ) : ℝ :=
  ∫ t in (0 : ℝ)..T, ∑ k, w k * Real.exp (-D k * t)
```

The relative error is \((S-L(T))/S\). It is used only where \(S>0\) has been proved.

```lean
/-- The relative error of the truncated Laplace form, for nonzero gaps and a nonzero
gap sum. -/
def relativeError (w D : ι → ℝ) (T : ℝ) : ℝ :=
  (inverseGapSum w D - laplaceSum w D T) / inverseGapSum w D
```

For complex couplings \(V_k\) between the ground state and the excitations, the weights are \(w_k=|V_k|^2\), and the second-order energy is \(E=-S\).

```lean
/-- The second-order energy `-∑ |V_k|² / D_k` of a ground state coupled by `V_k` to
excitations with nonzero gaps `D_k`. -/
def secondOrderEnergy (V : ι → ℂ) (D : ι → ℝ) : ℝ :=
  -inverseGapSum (fun k => ‖V k‖ ^ 2) D
```

Its truncated version is \(E_T=-L(T)\).

```lean
/-- For positive gaps, the second-order energy evaluated by the Laplace integral cut off at `T`. -/
def laplaceEnergy (V : ι → ℂ) (D : ι → ℝ) (T : ℝ) : ℝ :=
  -laplaceSum (fun k => ‖V k‖ ^ 2) D T
```

## What the cutoff loses

Each term of the integrand has an explicit antiderivative:

\[
\frac{d}{dt}\left(-\frac{w_k}{D_k}e^{-D_k t}\right)=w_k e^{-D_k t}.
\]

Evaluating between \(0\) and \(T\) gives

\[
L(T)=\sum_k\frac{w_k}{D_k}\left(1-e^{-D_kT}\right),
\qquad
S-L(T)=\sum_k\frac{w_k}{D_k}e^{-D_kT}.
\]

This identity needs only nonzero gaps. The proof establishes the derivative term by term with the chain rule, then applies the fundamental theorem of calculus; continuity of the integrand supplies its integrability.

```lean
/-- For nonzero gaps, the gap sum minus the integral up to `T` equals the gap sum with each term
multiplied by `exp (-D_k T)`. -/
theorem remainder_eq {w D : ι → ℝ} (hD : ∀ k, D k ≠ 0) (T : ℝ) :
    inverseGapSum w D - laplaceSum w D T = ∑ k, w k / D k * Real.exp (-D k * T) := by
  -- an explicit antiderivative of the integrand
  have h : ∀ t ∈ Set.uIcc 0 T,
      HasDerivAt (fun s : ℝ => ∑ k, -(w k / D k) * Real.exp (-D k * s))
        (∑ k, w k * Real.exp (-D k * t)) t := by
    intro t _
    refine HasDerivAt.fun_sum fun k _ => ?_
    have h1 : HasDerivAt (fun s : ℝ => -D k * s) (-D k) t := by
      simpa using (hasDerivAt_id' t).const_mul (-D k)
    refine (h1.exp.const_mul (-(w k / D k))).congr_deriv ?_
    have e : w k / D k * D k = w k := div_mul_cancel₀ _ (hD k)
    linear_combination Real.exp (-D k * t) * e
  unfold inverseGapSum laplaceSum
  rw [intervalIntegral.integral_eq_sub_of_hasDerivAt h
    (Continuous.intervalIntegrable (by fun_prop) _ _)]
  simp only [mul_zero, Real.exp_zero, mul_one, neg_mul, Finset.sum_neg_distrib]
  ring
```

To divide by \(S\) we need it to be positive. Every term \(w_k/D_k\) is nonnegative, and a term with \(w_k\neq0\) is strictly positive. The hypothesis `hw0` says that such a term exists: at least one excitation couples to the ground state.

```lean
/-- With positive gaps and nonnegative weights that are not all zero, the gap sum is
positive. -/
theorem inverseGapSum_pos {w D : ι → ℝ} (hD : ∀ k, 0 < D k) (hw : ∀ k, 0 ≤ w k)
    (hw0 : ∃ k, w k ≠ 0) : 0 < inverseGapSum w D := by
  obtain ⟨k, hk⟩ := hw0
  exact Finset.sum_pos' (fun j _ => div_nonneg (hw j) (hD j).le)
    ⟨k, Finset.mem_univ k, div_pos (lt_of_le_of_ne (hw k) (Ne.symm hk)) (hD k)⟩
```

## Bounds from the smallest and largest gaps

Suppose \(D_k\ge d>0\) for all \(k\), and \(T\ge0\). Then \(D_kT\ge dT\), so \(e^{-D_kT}\le e^{-dT}\). Multiplying by \(w_k/D_k\ge0\) and summing gives

\[
S-L(T)\le e^{-dT}S .
\]

The proof compares the two sums term by term in the same way, using that the exponential is increasing.

```lean
/-- If all gaps are at least `d > 0` and the weights are nonnegative, the part lost by a
cutoff `T ≥ 0` is at most `exp (-d T)` times the gap sum. -/
theorem remainder_le {w D : ι → ℝ} {d T : ℝ} (hd : 0 < d) (hD : ∀ k, d ≤ D k)
    (hw : ∀ k, 0 ≤ w k) (hT : 0 ≤ T) :
    inverseGapSum w D - laplaceSum w D T ≤ Real.exp (-d * T) * inverseGapSum w D := by
  rw [remainder_eq (fun k => (hd.trans_le (hD k)).ne'), inverseGapSum, Finset.mul_sum]
  refine Finset.sum_le_sum fun k _ => ?_
  rw [mul_comm (Real.exp (-d * T))]
  refine mul_le_mul_of_nonneg_left (Real.exp_le_exp.2 ?_)
    (div_nonneg (hw k) (hd.le.trans (hD k)))
  nlinarith [mul_le_mul_of_nonneg_right (hD k) hT]
```

If instead \(D_k\le M\) for all \(k\), the inequality between the exponentials is reversed, and

\[
e^{-MT}S\le S-L(T).
\]

```lean
/-- If all gaps are positive and at most `M` and the weights are nonnegative, the part lost
by a cutoff `T ≥ 0` is at least `exp (-M T)` times the gap sum. -/
theorem le_remainder {w D : ι → ℝ} {M T : ℝ} (hD : ∀ k, 0 < D k) (hM : ∀ k, D k ≤ M)
    (hw : ∀ k, 0 ≤ w k) (hT : 0 ≤ T) :
    Real.exp (-M * T) * inverseGapSum w D ≤ inverseGapSum w D - laplaceSum w D T := by
  rw [remainder_eq (fun k => (hD k).ne'), inverseGapSum, Finset.mul_sum]
  refine Finset.sum_le_sum fun k _ => ?_
  rw [mul_comm (Real.exp (-M * T))]
  refine mul_le_mul_of_nonneg_left (Real.exp_le_exp.2 ?_) (div_nonneg (hw k) (hD k).le)
  nlinarith [mul_le_mul_of_nonneg_right (hM k) hT]
```

Dividing both estimates by \(S>0\) yields

\[
e^{-MT}\le\frac{S-L(T)}{S}\le e^{-dT}.
\]

The numbers \(d\) and \(M\) may be any lower and upper bounds on the gaps; they need not be attained. With a single excitation of gap \(D\) we can take \(d=M=D\), and the two bounds meet: the relative error is exactly \(e^{-DT}\).

```lean
/-- For gaps in `[d, M]` with `d > 0`, nonnegative weights that are not all zero, and a cutoff
`T ≥ 0`, the relative error lies between `exp (-M T)` and `exp (-d T)`. -/
theorem relativeError_bounds {w D : ι → ℝ} {d M T : ℝ} (hd : 0 < d)
    (hD : ∀ k, d ≤ D k) (hM : ∀ k, D k ≤ M) (hw : ∀ k, 0 ≤ w k)
    (hw0 : ∃ k, w k ≠ 0) (hT : 0 ≤ T) :
    Real.exp (-M * T) ≤ relativeError w D T ∧
      relativeError w D T ≤ Real.exp (-d * T) := by
  have hpos : ∀ k, 0 < D k := fun k => hd.trans_le (hD k)
  have hS := inverseGapSum_pos hpos hw hw0
  exact ⟨(le_div_iff₀ hS).2 (le_remainder hpos hM hw hT),
    (div_le_iff₀ hS).2 (remainder_le hd hD hw hT)⟩
```

## Choosing the cutoff

For a rate \(a>0\) and a tolerance \(\varepsilon>0\), taking logarithms gives

\[
e^{-aT}\le\varepsilon
\iff -aT\le\ln\varepsilon
\iff T\ge\frac{\ln(1/\varepsilon)}{a}.
\]

```lean
/-- For a positive rate `a` and a positive tolerance `ε`, the damping factor `exp (-a T)` is
at most `ε` exactly when `T ≥ ln (1/ε) / a`. -/
theorem exp_le_iff_cutoff {a ε : ℝ} (ha : 0 < a) (hε : 0 < ε) (T : ℝ) :
    Real.exp (-a * T) ≤ ε ↔ Real.log (1 / ε) / a ≤ T := by
  rw [← Real.le_log_iff_exp_le hε, one_div, Real.log_inv, div_le_iff₀ ha]
  constructor <;> intro h <;> linarith
```

Now let \(0<\varepsilon<1\) and \(T\ge\ln(1/\varepsilon)/d\). The logarithm is positive, so \(T\ge0\) and the upper bound applies:

\[
0\le S-L(T)\le e^{-dT}S\le\varepsilon S .
\]

The left inequality holds because every term of the remainder is nonnegative, so the truncation never overestimates \(S\). Accuracy is written here without a division, and the statement also holds when all weights vanish.

```lean
/-- If all gaps are at least `d > 0` and the weights are nonnegative, any cutoff
`T ≥ ln (1/ε) / d` with `0 < ε < 1` underestimates the gap sum by at most the fraction `ε`. -/
theorem cutoff_sufficient {w D : ι → ℝ} {d ε T : ℝ} (hd : 0 < d) (hD : ∀ k, d ≤ D k)
    (hw : ∀ k, 0 ≤ w k) (hε : 0 < ε) (hε1 : ε < 1) (hT : Real.log (1 / ε) / d ≤ T) :
    0 ≤ inverseGapSum w D - laplaceSum w D T ∧
      inverseGapSum w D - laplaceSum w D T ≤ ε * inverseGapSum w D := by
  have hpos : ∀ k, 0 < D k := fun k => hd.trans_le (hD k)
  have hlog : 0 ≤ Real.log (1 / ε) :=
    Real.log_nonneg ((le_div_iff₀ hε).2 (by linarith))
  have hT0 : 0 ≤ T := (div_nonneg hlog hd.le).trans hT
  have hS : 0 ≤ inverseGapSum w D :=
    Finset.sum_nonneg fun k _ => div_nonneg (hw k) (hpos k).le
  constructor
  · rw [remainder_eq (fun k => (hpos k).ne')]
    exact Finset.sum_nonneg fun k _ =>
      mul_nonneg (div_nonneg (hw k) (hpos k).le) (Real.exp_pos _).le
  · exact (remainder_le hd hD hw hT0).trans
      (mul_le_mul_of_nonneg_right ((exp_le_iff_cutoff hd hε T).2 hT) hS)
```

Conversely, suppose that a cutoff \(T\ge0\) achieves \(S-L(T)\le\varepsilon S\), with the weights not all zero. The lower bound gives \(e^{-MT}S\le\varepsilon S\). Cancelling \(S>0\) and taking logarithms leaves \(T\ge\ln(1/\varepsilon)/M\).

```lean
/-- For positive gaps at most `M` and nonnegative weights that are not all zero, a cutoff
`T ≥ 0` that loses at most the fraction `ε > 0` must satisfy `T ≥ ln (1/ε) / M`. -/
theorem cutoff_necessary {w D : ι → ℝ} {M ε T : ℝ} (hD : ∀ k, 0 < D k)
    (hM : ∀ k, D k ≤ M) (hw : ∀ k, 0 ≤ w k) (hw0 : ∃ k, w k ≠ 0) (hε : 0 < ε)
    (hT : 0 ≤ T)
    (hacc : inverseGapSum w D - laplaceSum w D T ≤ ε * inverseGapSum w D) :
    Real.log (1 / ε) / M ≤ T := by
  have hS := inverseGapSum_pos hD hw hw0
  obtain ⟨k, _⟩ := hw0
  exact (exp_le_iff_cutoff ((hD k).trans_le (hM k)) hε T).1
    (le_of_mul_le_mul_right ((le_remainder hD hM hw hT).trans hacc) hS)
```

Between \(\ln(1/\varepsilon)/M\) and \(\ln(1/\varepsilon)/d\), the outcome depends on how the weight is distributed over the gaps. When all gaps equal \(d\), the exponential comes out of the sum,

\[
S-L(T)=e^{-dT}S,
\]

and, unless all weights vanish, accuracy \(\varepsilon\) is reached exactly when \(T\ge\ln(1/\varepsilon)/d\). A smaller cutoff therefore cannot be guaranteed from the lower bound \(d\) alone.

```lean
/-- When all gaps equal `d > 0` and the nonnegative weights are not all zero, the cutoff loses
at most the fraction `ε > 0` exactly when `T ≥ ln (1/ε) / d`. -/
theorem cutoff_sharp {w : ι → ℝ} {d ε : ℝ} (hd : 0 < d) (hw : ∀ k, 0 ≤ w k)
    (hw0 : ∃ k, w k ≠ 0) (hε : 0 < ε) (T : ℝ) :
    inverseGapSum w (fun _ => d) - laplaceSum w (fun _ => d) T
        ≤ ε * inverseGapSum w (fun _ => d) ↔
      Real.log (1 / ε) / d ≤ T := by
  have hS : 0 < inverseGapSum w (fun _ => d) := inverseGapSum_pos (fun _ => hd) hw hw0
  -- with a single gap the damping factor comes out of the sum
  have h : inverseGapSum w (fun _ => d) - laplaceSum w (fun _ => d) T
      = Real.exp (-d * T) * inverseGapSum w (fun _ => d) := by
    rw [remainder_eq (fun _ => hd.ne'), inverseGapSum, Finset.mul_sum]
    exact Finset.sum_congr rfl fun k _ => mul_comm _ _
  rw [h]
  exact ⟨fun h' => (exp_le_iff_cutoff hd hε T).1 (le_of_mul_le_mul_right h' hS),
    fun h' => mul_le_mul_of_nonneg_right ((exp_le_iff_cutoff hd hε T).2 h') hS.le⟩
```

## The second-order energy

Setting \(w_k=|V_k|^2\) makes the weights nonnegative automatically. Changing signs in \(0\le S-L(T)\le\varepsilon S\) gives

\[
E\le E_T\le(1-\varepsilon)E .
\]

Since \(E\le0\), the truncated energy is never too negative, and it misses at most the fraction \(\varepsilon\) of the exact value. The proof applies the sufficient cutoff to these weights and finishes with linear arithmetic.

```lean
/-- If all gaps are at least `d > 0`, a cutoff `T ≥ ln (1/ε) / d` with `0 < ε < 1` gives a
second-order energy between the exact value `E` and `(1 - ε) E`. -/
theorem laplaceEnergy_bounds {V : ι → ℂ} {D : ι → ℝ} {d ε T : ℝ} (hd : 0 < d)
    (hD : ∀ k, d ≤ D k) (hε : 0 < ε) (hε1 : ε < 1) (hT : Real.log (1 / ε) / d ≤ T) :
    secondOrderEnergy V D ≤ laplaceEnergy V D T ∧
      laplaceEnergy V D T ≤ (1 - ε) * secondOrderEnergy V D := by
  obtain ⟨h1, h2⟩ := cutoff_sufficient (w := fun k => ‖V k‖ ^ 2) hd hD
    (fun k => sq_nonneg ‖V k‖) hε hε1 hT
  unfold secondOrderEnergy laplaceEnergy
  constructor <;> linarith

end

end LaplaceGapDenominators
```

In Görling–Levy perturbation theory, \(E\) has the form of the second-order correlation energy, which, for a finite system with a nondegenerate Kohn–Sham ground state, is the limit of the correlation energy as the density is scaled uniformly to high density; the bounds apply to it when the sum runs over finitely many excitations, as in a finite orbital basis. The step left to the user is to identify \(D_k\) and \(V_k\) with the Kohn–Sham excitation energies and the matrix elements of the perturbation, since the theorems take both as given numbers. A numerical quadrature for the integral up to \(T\) adds an error of its own, which has to be budgeted separately from \(\varepsilon\). Quadratures fitted directly to \(1/D\) over the range of gaps have no cutoff \(T\), and these bounds do not describe their error.

```lean
#print axioms LaplaceGapDenominators.relativeError_bounds
#print axioms LaplaceGapDenominators.cutoff_necessary
#print axioms LaplaceGapDenominators.cutoff_sharp
#print axioms LaplaceGapDenominators.laplaceEnergy_bounds
```

```
'LaplaceGapDenominators.relativeError_bounds' depends on axioms: [propext, Classical.choice, Quot.sound]
'LaplaceGapDenominators.cutoff_necessary' depends on axioms: [propext, Classical.choice, Quot.sound]
'LaplaceGapDenominators.cutoff_sharp' depends on axioms: [propext, Classical.choice, Quot.sound]
'LaplaceGapDenominators.laplaceEnergy_bounds' depends on axioms: [propext, Classical.choice, Quot.sound]
```
